# Difference natural orbitals with real occupations exist for a Hermitian difference density matrix and a positive definite overlap

I have the one-particle density matrices of a ground state and an excited state, both in the same atomic-orbital basis, and I subtract the ground-state matrix from the excited-state matrix. The difference matrix $\Delta$ is Hermitian, but the basis functions overlap, so the eigenvalues of $\Delta$ itself are in general not occupation changes. The product $\Delta S$ with the overlap matrix $S$ looks like the right object, yet it is in general not Hermitian. I would still expect a full set of orthonormal orbitals in which the difference density is diagonal, with real occupations $d_i$, positive where electrons arrive and negative where they leave. I would also expect $\operatorname{tr}((\Delta S)^k)=\sum_i d_i^k$ for every natural number $k$. Can this be made rigorous for positive definite $S$, and checked by machine in Lean 4 with Mathlib?

## Orthonormalise, diagonalise, transform back

Yes. Write the basis functions as $\chi_\mu$, with $S_{\mu\nu}=\langle\chi_\mu|\chi_\nu\rangle$, and let $\dagger$ denote the conjugate transpose. The orbitals sought are $\varphi_i=\sum_\mu C_{\mu i}\chi_\mu$, so their coefficients are the columns of a square matrix $C$. They are orthonormal when $C^\dagger S C=1$. With $D=\operatorname{diag}(d_i)$, the second requirement is $\Delta=CDC^\dagger$, which implies for the density in real space

$$\Delta\rho(\mathbf r)=\sum_{\mu\nu}\Delta_{\mu\nu}\,\chi_\mu(\mathbf r)\chi_\nu^*(\mathbf r)=\sum_i d_i\,|\varphi_i(\mathbf r)|^2 .$$

First orthonormalise the basis. Since $S$ is positive definite, $S=ULU^\dagger$ with $U$ unitary, $L=\operatorname{diag}(l_i)$ and all $l_i>0$. Put $E=\operatorname{diag}(l_i^{-1/2})$ and $X=UE$. Then

$$X^\dagger S X=E\,(U^\dagger U)\,L\,(U^\dagger U)\,E=ELE=1 .$$

Because $X$ is square, its left inverse $X^\dagger S$ is also its right inverse. Hence $XX^\dagger S=1$, and by the same argument $SXX^\dagger=1$.

In the orthonormalised basis the difference density is $M=X^\dagger S\Delta SX$. It is Hermitian because $S$ and $\Delta$ are, so $M=VDV^\dagger$ with $V$ unitary and real $d_i$. Set $C=XV$. Then

$$C^\dagger SC=V^\dagger(X^\dagger SX)V=V^\dagger V=1,$$

$$CDC^\dagger=XMX^\dagger=(XX^\dagger S)\,\Delta\,(SXX^\dagger)=\Delta .$$

The first line also shows that $C$ is invertible, with $C^{-1}=C^\dagger S$.

For the moments, multiply $\Delta=CDC^\dagger$ by $SC$ from the right:

$$\Delta SC=CD(C^\dagger SC)=CD .$$

The orbitals are therefore eigenvectors of $\Delta S$. Applying $\Delta S$ repeatedly gives $(\Delta S)^kC=CD^k$, and with $CC^\dagger S=1$ and the cyclic property of the trace,

$$\operatorname{tr}\big((\Delta S)^k\big)=\operatorname{tr}\big((\Delta S)^kCC^\dagger S\big)=\operatorname{tr}\big(CD^kC^\dagger S\big)=\operatorname{tr}\big(C^\dagger SC\,D^k\big)=\sum_i d_i^k .$$

For $k=0$ both sides count the basis functions, with $0^0=1$. For $k=1$ they give the change in electron number.

The occupations do not depend on which orbitals were found. Since $\Delta S=CDC^{-1}$, its characteristic polynomial is $\prod_i(x-d_i)$, which fixes the $d_i$ with their multiplicities. The orbitals themselves keep some freedom, such as a phase for each one.

Positivity of $S$ matters. Take

$$S=\begin{pmatrix}0&1\\1&0\end{pmatrix},\qquad \Delta=\begin{pmatrix}1&0\\0&-1\end{pmatrix},\qquad \Delta S=\begin{pmatrix}0&1\\-1&0\end{pmatrix}.$$

Both $S$ and $\Delta$ are Hermitian and $S$ is invertible, but $(\Delta S)^2=-1$ has trace $-2$, which is not a sum of squares of real numbers. This $S$ is not the overlap matrix of any basis functions, since an overlap matrix is always positive semidefinite. The example is purely algebraic and shows that a Hermitian, invertible metric is not enough for the theorem.

## The Lean file

```lean
import Mathlib

open Matrix Finset
open scoped ComplexOrder

namespace DifferenceNaturalOrbitals

variable {n : Type*} [Fintype n] [DecidableEq n]

/-- The columns of `C` are orbitals orthonormal in the overlap metric `S`, and the difference
density matrix `Δ` is the sum of the outer products `c cᴴ` of these columns `c`, weighted by the
real occupations `d`. -/
structure IsDifferenceNatural (S Δ C : Matrix n n ℂ) (d : n → ℝ) : Prop where
  orthonormal : Cᴴ * S * C = 1
  expansion : Δ = C * diagonal (fun i => (d i : ℂ)) * Cᴴ

/-- A Hermitian matrix has real eigenvalues and is diagonalised by a unitary matrix. The eigenvalues
are positive if the Hermitian matrix is positive definite. -/
theorem spectral_form {A : Matrix n n ℂ} (hA : A.IsHermitian) :
    ∃ (U : Matrix n n ℂ) (l : n → ℝ), Uᴴ * U = 1 ∧
      A = U * diagonal (fun i => (l i : ℂ)) * Uᴴ ∧ (A.PosDef → ∀ i, 0 < l i) := by
  refine ⟨hA.eigenvectorUnitary, hA.eigenvalues, ?_, ?_, fun h i => h.eigenvalues_pos i⟩
  · exact Matrix.mem_unitaryGroup_iff'.mp hA.eigenvectorUnitary.2
  · have h := hA.spectral_theorem
    rw [Unitary.conjStarAlgAut_apply] at h
    exact h

/-- Every positive definite overlap matrix admits a set of orthonormalised orbitals. -/
theorem exists_orthonormalisation {S : Matrix n n ℂ} (hS : S.PosDef) :
    ∃ X : Matrix n n ℂ, Xᴴ * S * X = 1 := by
  obtain ⟨U, l, hU, hA, hl⟩ := spectral_form hS.isHermitian
  have hpos := hl hS
  -- scale each eigenvector by the inverse square root of its overlap eigenvalue
  let E : Matrix n n ℂ := diagonal (fun i => (((√(l i))⁻¹ : ℝ) : ℂ))
  have hE : Eᴴ = E := by
    change (diagonal _)ᴴ = diagonal _
    rw [diagonal_conjTranspose]
    congr 1
    funext i
    exact Complex.conj_ofReal _
  have hELE : E * diagonal (fun i => (l i : ℂ)) * E = 1 := by
    change diagonal _ * diagonal _ * diagonal _ = 1
    rw [diagonal_mul_diagonal, diagonal_mul_diagonal, ← diagonal_one]
    congr 1
    funext i
    have hs : √(l i) ≠ 0 := (Real.sqrt_pos.mpr (hpos i)).ne'
    have hr : (√(l i))⁻¹ * l i * (√(l i))⁻¹ = 1 := by
      calc (√(l i))⁻¹ * l i * (√(l i))⁻¹
          = (√(l i))⁻¹ * (√(l i) * √(l i)) * (√(l i))⁻¹ := by
            rw [Real.mul_self_sqrt (hpos i).le]
        _ = 1 := by field_simp
    exact_mod_cast hr
  refine ⟨U * E, ?_⟩
  calc (U * E)ᴴ * S * (U * E)
      = E * (Uᴴ * U) * diagonal (fun i => (l i : ℂ)) * (Uᴴ * U) * E := by
        rw [hA, conjTranspose_mul, hE]
        simp only [mul_assoc]
    _ = 1 := by rw [hU, mul_one, mul_one, hELE]

/-- Difference natural orbitals solve the eigenvalue equation of `Δ S`, with the occupations
as eigenvalues. -/
theorem eigen_equation {S Δ C : Matrix n n ℂ} {d : n → ℝ}
    (h : IsDifferenceNatural S Δ C d) :
    Δ * S * C = C * diagonal (fun i => (d i : ℂ)) := by
  calc Δ * S * C = C * diagonal (fun i => (d i : ℂ)) * (Cᴴ * S * C) := by
        rw [h.expansion]
        simp only [mul_assoc]
    _ = _ := by rw [h.orthonormal, mul_one]

/-- The trace of the `k`-th power of `Δ S` is the `k`-th moment of the occupations. -/
theorem trace_pow {S Δ C : Matrix n n ℂ} {d : n → ℝ}
    (h : IsDifferenceNatural S Δ C d) (k : ℕ) :
    trace ((Δ * S) ^ k) = ∑ i, (d i : ℂ) ^ k := by
  have hinv : C * (Cᴴ * S) = 1 := mul_eq_one_comm.mp h.orthonormal
  -- the eigenvalue equation passes to powers
  have hsemi : SemiconjBy C (diagonal (fun i => (d i : ℂ))) (Δ * S) := (eigen_equation h).symm
  have hk : C * diagonal (fun i => (d i : ℂ)) ^ k = (Δ * S) ^ k * C :=
    (hsemi.pow_right k).eq
  calc trace ((Δ * S) ^ k) = trace ((Δ * S) ^ k * C * (Cᴴ * S)) := by
        rw [mul_assoc, hinv, mul_one]
    _ = trace (Cᴴ * S * C * diagonal (fun i => (d i : ℂ)) ^ k) := by
        rw [← hk, Matrix.trace_mul_comm, ← mul_assoc]
    _ = ∑ i, (d i : ℂ) ^ k := by
        rw [h.orthonormal, one_mul, diagonal_pow, trace_diagonal]
        rfl

/-- For a positive definite overlap and a Hermitian difference density there are an invertible
orbital matrix and real occupations that diagonalise the difference density, and the moments
of the occupations are the traces of the powers of `Δ S`. -/
theorem exists_difference_natural_orbitals {S Δ : Matrix n n ℂ}
    (hS : S.PosDef) (hΔ : Δ.IsHermitian) :
    ∃ (C : Matrix n n ℂ) (d : n → ℝ), IsUnit C ∧ IsDifferenceNatural S Δ C d ∧
      ∀ k : ℕ, trace ((Δ * S) ^ k) = ∑ i, (d i : ℂ) ^ k := by
  obtain ⟨X, hX⟩ := exists_orthonormalisation hS
  have hl : X * Xᴴ * S = 1 := by
    rw [mul_assoc]
    exact mul_eq_one_comm.mp hX
  have hr : S * (X * Xᴴ) = 1 := mul_eq_one_comm.mp hl
  -- the difference density in the orthonormalised basis
  have hM : (Xᴴ * S * Δ * S * X).IsHermitian := by
    unfold Matrix.IsHermitian
    simp only [conjTranspose_mul, conjTranspose_conjTranspose, hS.isHermitian.eq, hΔ.eq,
      mul_assoc]
  obtain ⟨V, d, hV, hMV, -⟩ := spectral_form hM
  have hC : IsDifferenceNatural S Δ (X * V) d := by
    constructor
    · calc (X * V)ᴴ * S * (X * V) = Vᴴ * (Xᴴ * S * X) * V := by
            rw [conjTranspose_mul]
            simp only [mul_assoc]
        _ = 1 := by rw [hX, mul_one, hV]
    · -- transform back to the original basis
      symm
      calc X * V * diagonal (fun i => (d i : ℂ)) * (X * V)ᴴ
          = X * (V * diagonal (fun i => (d i : ℂ)) * Vᴴ) * Xᴴ := by
            rw [conjTranspose_mul]
            simp only [mul_assoc]
        _ = X * (Xᴴ * S * Δ * S * X) * Xᴴ := by rw [← hMV]
        _ = (X * Xᴴ * S) * Δ * (S * (X * Xᴴ)) := by simp only [mul_assoc]
        _ = Δ := by rw [hl, hr, one_mul, mul_one]
  exact ⟨X * V, d, ⟨⟨X * V, (X * V)ᴴ * S, mul_eq_one_comm.mp hC.orthonormal,
    hC.orthonormal⟩, rfl⟩, hC, trace_pow hC⟩

/-- The characteristic polynomial of `Δ S` is the product of linear factors, one for each
occupation. -/
theorem charpoly_eq {S Δ C : Matrix n n ℂ} {d : n → ℝ}
    (h : IsDifferenceNatural S Δ C d) :
    (Δ * S).charpoly = ∏ i, (Polynomial.X - Polynomial.C (d i : ℂ)) := by
  have hdiag : charmatrix (diagonal (fun i => (d i : ℂ))) =
      diagonal (fun i => Polynomial.X - Polynomial.C (d i : ℂ)) := by
    refine Matrix.ext fun i j => ?_
    by_cases hij : i = j
    · subst hij
      simp [charmatrix_apply_eq]
    · simp [charmatrix_apply_ne _ _ _ hij, diagonal_apply_ne _ hij]
  calc (Δ * S).charpoly
      = (C * (diagonal (fun i => (d i : ℂ)) * (Cᴴ * S))).charpoly := by
        rw [h.expansion]
        simp only [mul_assoc]
    _ = (diagonal (fun i => (d i : ℂ)) * (Cᴴ * S) * C).charpoly :=
        Matrix.charpoly_mul_comm _ _
    _ = (diagonal (fun i => (d i : ℂ))).charpoly := by
        rw [mul_assoc, h.orthonormal, mul_one]
    _ = _ := by rw [Matrix.charpoly, hdiag, det_diagonal]

/-- Two sets of difference natural orbitals for the same overlap matrix and the same difference
density matrix have the same occupations, counted with multiplicity. -/
theorem occupations_unique {S Δ C C' : Matrix n n ℂ} {d d' : n → ℝ}
    (h : IsDifferenceNatural S Δ C d) (h' : IsDifferenceNatural S Δ C' d') :
    (univ : Finset n).val.map d = (univ : Finset n).val.map d' := by
  -- the occupations are the roots of the characteristic polynomial
  have key (e : n → ℝ) : (∏ i, (Polynomial.X - Polynomial.C (e i : ℂ))).roots =
      (univ : Finset n).val.map (fun i => (e i : ℂ)) := by
    have hroots := Polynomial.roots_multiset_prod_X_sub_C
      ((univ : Finset n).val.map (fun i => (e i : ℂ)))
    rw [Multiset.map_map] at hroots
    exact hroots
  have heq := congrArg Polynomial.roots ((charpoly_eq h).symm.trans (charpoly_eq h'))
  apply Multiset.map_injective Complex.ofReal_injective
  rw [Multiset.map_map, Multiset.map_map]
  exact (key d).symm.trans (heq.trans (key d'))

/-- For this invertible Hermitian but indefinite metric and this Hermitian difference matrix,
no real occupations reproduce the second moment. -/
theorem indefinite_metric_fails :
    let S : Matrix (Fin 2) (Fin 2) ℂ := !![0, 1; 1, 0]
    let Δ : Matrix (Fin 2) (Fin 2) ℂ := !![1, 0; 0, -1]
    S.IsHermitian ∧ IsUnit S.det ∧ Δ.IsHermitian ∧
      ¬ ∃ d : Fin 2 → ℝ, trace ((Δ * S) ^ 2) = ∑ i, (d i : ℂ) ^ 2 := by
  intro S Δ
  refine ⟨?_, ?_, ?_, ?_⟩
  · ext i j
    fin_cases i <;> fin_cases j <;> simp [S]
  · simp [S, Matrix.det_fin_two]
  · ext i j
    fin_cases i <;> fin_cases j <;> simp [Δ]
  · rintro ⟨d, hd⟩
    have ht : trace ((Δ * S) ^ 2) = -2 := by
      simp [S, Δ, pow_two, Matrix.trace_fin_two]
      try norm_num
    rw [ht, Fin.sum_univ_two] at hd
    have hreal : (-2 : ℝ) = d 0 ^ 2 + d 1 ^ 2 := by exact_mod_cast hd
    nlinarith [sq_nonneg (d 0), sq_nonneg (d 1)]

end DifferenceNaturalOrbitals
```

```lean
#print axioms DifferenceNaturalOrbitals.exists_difference_natural_orbitals
#print axioms DifferenceNaturalOrbitals.occupations_unique
#print axioms DifferenceNaturalOrbitals.indefinite_metric_fails
```

```
'DifferenceNaturalOrbitals.exists_difference_natural_orbitals' depends on axioms: [propext, Classical.choice, Quot.sound]
'DifferenceNaturalOrbitals.occupations_unique' depends on axioms: [propext, Classical.choice, Quot.sound]
'DifferenceNaturalOrbitals.indefinite_metric_fails' depends on axioms: [propext, Classical.choice, Quot.sound]
```

## What the theorems say about orbitals and occupations

The main result is `exists_difference_natural_orbitals`. In words: if `S` is positive definite and `Δ` is Hermitian, there are a complex matrix `C` and a real-valued function `d` such that `C` is invertible, the pair satisfies `IsDifferenceNatural S Δ C d`, and the trace of every natural power of `Δ * S` is the corresponding power sum of `d`.

The finite type `n` labels the basis functions and also the orbitals, so there are as many orbitals as basis functions. The structure `IsDifferenceNatural` holds the two physical requirements: `orthonormal` is $C^\dagger SC=1$, and `expansion` is $\Delta=CDC^\dagger$. The type `n → ℝ` makes the occupations real from the start. They are cast to complex numbers where they meet complex matrices, so the moment formula also says that these traces are real.

The hypothesis `S.PosDef` stands for a linearly independent set of basis functions: every linear combination whose coefficients are not all zero has positive norm. A basis with exact linear dependencies has to be reduced first. The statement concerns exact matrices and gives no error bounds for a nearly dependent basis.

`Δ` may be any Hermitian matrix. Nothing requires it to come from two physical states, so the theorem places no bounds on the occupations and does not make their sum vanish. Both densities must be expressed in one common finite basis.

Two further theorems complete the picture. `occupations_unique` says that any two solutions for the same `S` and `Δ` have equal multisets of occupations, and `indefinite_metric_fails` is the $2\times2$ example above.

In excited-state analysis within such a basis, the result justifies splitting the difference density into parts with positive and negative occupations, and it gives moments such as $\sum_i d_i^2$ from matrix products alone, before any orbital is computed.

## How the proof follows the algebra

`spectral_form` restates Mathlib's spectral theorem as $A=ULU^\dagger$ with real $l_i$, and adds that the $l_i$ are positive when $A$ is positive definite. It is used twice, once for $S$ and once for $M$.

`exists_orthonormalisation` builds $X=UE$. Its step `hELE` is the identity $ELE=1$, which is checked entry by entry from $\sqrt{l_i}\,\sqrt{l_i}=l_i$ and $\sqrt{l_i}\neq0$. The closing `calc` block is the computation of $X^\dagger SX$.

`eigen_equation` inserts the expansion of $\Delta$ and then uses orthonormality, which gives $\Delta SC=CD$. In `trace_pow` this equation is read as a `SemiconjBy` relation, which Mathlib carries over to powers through `pow_right`; this replaces the induction on $k$. The remaining lines insert $CC^\dagger S=1$, apply `Matrix.trace_mul_comm` and take the trace of a diagonal matrix.

In the main theorem, `hl` and `hr` are the identities $XX^\dagger S=1$ and $SXX^\dagger=1$. Both come from `mul_eq_one_comm`, which turns a one-sided inverse of a square matrix into a two-sided one. `hM` shows that $M$ is Hermitian, and `hC` verifies the two requirements for $C=XV$. Invertibility is then given by the explicit inverse $C^\dagger S$, and the moments follow from `trace_pow`.

`charpoly_eq` writes $\Delta S$ as $C\,(DC^\dagger S)$ and uses the fact that the characteristic polynomial of a product of two square matrices does not depend on their order. After the swap, $C^\dagger SC=1$ leaves only $D$, whose characteristic matrix is diagonal. `occupations_unique` compares the roots of the two resulting polynomials and returns from complex to real numbers by injectivity of the cast.

In `indefinite_metric_fails`, the trace is evaluated to $-2$ and the supposed equality is moved to the real numbers. There `nlinarith` refutes $-2=d_0^2+d_1^2$ because both squares are nonnegative.
